# For non-interacting fermions, the one-particle density matrix of every energy eigenvector commutes with the one-electron Hamiltonian

## Operators, Hamiltonian and density matrix

The modes (spin orbitals) carry labels from a finite set `n`, and the state space is $\mathbb C^m$ for a finite index set `m`. Each annihilation operator $a_p$ is a matrix on that space, and $a_p^\dagger$, written `(a p)ᴴ` in Lean, is its conjugate transpose.

```lean
import Mathlib

open Matrix
open scoped ComplexOrder

namespace DensityMatrixCommutator

noncomputable section

variable {n m : Type*} [Fintype n] [DecidableEq n] [Fintype m] [DecidableEq m]
```

Fermi statistics enter as the hypothesis `CAR a`:
$$a_pa_q+a_qa_p=0,\qquad a_pa_q^\dagger+a_q^\dagger a_p=\delta_{pq}.$$

```lean
/-- The canonical anticommutation relations for annihilation operators `a p`, written as
matrices on a finite-dimensional state space. -/
structure CAR (a : n → Matrix m m ℂ) : Prop where
  anti : ∀ p q, a p * a q + a q * a p = 0
  mixed : ∀ p q, a p * (a q)ᴴ + (a q)ᴴ * a p = if p = q then 1 else 0
```

The Hamiltonian contains one-body terms only, so there is no electron repulsion:
$$H=\sum_{rs}h_{rs}\,a_r^\dagger a_s .$$
The matrix $h$ of one-electron integrals is arbitrary until Hermiticity is assumed.

```lean
/-- The one-body Hamiltonian `H = ∑ h_rs a_r† a_s`. -/
def oneBody (a : n → Matrix m m ℂ) (h : Matrix n n ℂ) : Matrix m m ℂ :=
  ∑ r, ∑ s, h r s • ((a r)ᴴ * a s)
```

Write $\langle X\rangle=\langle\psi,X\psi\rangle$, antilinear in the first argument. The vector $\psi$ need not be normalised; for $\psi\neq0$, dividing by $\langle\psi,\psi\rangle$ gives the usual expectation value.

```lean
/-- The expectation value `⟨ψ, X ψ⟩`, as a linear functional of the operator `X`. -/
def expect (ψ : m → ℂ) : Matrix m m ℂ →ₗ[ℂ] ℂ where
  toFun X := star ψ ⬝ᵥ (X *ᵥ ψ)
  map_add' X Y := by rw [Matrix.add_mulVec, dotProduct_add]
  map_smul' c X := by simp [Matrix.smul_mulVec]
```

The density matrix is $\gamma_{pq}=\langle a_q^\dagger a_p\rangle$, with the creation index second. For a normalised state its diagonal holds the mean occupation numbers of the modes.

```lean
/-- The one-particle density matrix `γ_pq = ⟨ψ, a_q† a_p ψ⟩`. -/
def gamma (a : n → Matrix m m ℂ) (ψ : m → ℂ) : Matrix n n ℂ :=
  Matrix.of fun p q => expect ψ ((a q)ᴴ * a p)
```

## (a) Two excitation operators

Show that the commutator of two single excitations contains only single excitations:
$$[a_q^\dagger a_p,\;a_r^\dagger a_s]=\delta_{pr}\,a_q^\dagger a_s-\delta_{sq}\,a_r^\dagger a_p .$$

Move the inner creation operator to the left in each product:
$$a_q^\dagger a_pa_r^\dagger a_s=\delta_{pr}a_q^\dagger a_s-a_q^\dagger a_r^\dagger a_pa_s,$$
$$a_r^\dagger a_sa_q^\dagger a_p=\delta_{sq}a_r^\dagger a_p-a_r^\dagger a_q^\dagger a_sa_p .$$
Exchanging both pairs gives two minus signs, so $a_q^\dagger a_r^\dagger a_pa_s=a_r^\dagger a_q^\dagger a_sa_p$. The quartic terms cancel on subtraction.

In Lean, `key` is this calculation for general matrices, with `noncomm_ring` keeping the order of factors. The relation between two creation operators, `hQR`, is the adjoint of `ha.anti r q`.

```lean
omit [Fintype n] in
/-- Under the canonical anticommutation relations the commutator of two excitation operators
is `[a_q† a_p, a_r† a_s] = δ_pr a_q† a_s - δ_sq a_r† a_p`. -/
theorem excitation_commutator {a : n → Matrix m m ℂ} (ha : CAR a) (p q r s : n) :
    (a q)ᴴ * a p * ((a r)ᴴ * a s) - (a r)ᴴ * a s * ((a q)ᴴ * a p)
      = (if p = r then (a q)ᴴ * a s else 0) - (if s = q then (a r)ᴴ * a p else 0) := by
  -- the quartic terms cancel by anticommuting both pairs
  have key : ∀ P Q R S D E : Matrix m m ℂ, P * R + R * P = D → S * Q + Q * S = E →
      Q * R + R * Q = 0 → P * S + S * P = 0 →
      Q * P * (R * S) - R * S * (Q * P) = Q * D * S - R * E * P := by
    intro P Q R S D E hD hE hQR hPS
    subst hD hE
    linear_combination (norm := noncomm_ring) R * Q * hPS - hQR * (P * S)
  have hQR : (a q)ᴴ * (a r)ᴴ + (a r)ᴴ * (a q)ᴴ = 0 := by
    rw [← conjTranspose_mul, ← conjTranspose_mul, ← conjTranspose_add, ha.anti r q,
      conjTranspose_zero]
  rw [key _ _ _ _ _ _ (ha.mixed p r) (ha.mixed s q) hQR (ha.anti p s)]
  split_ifs <;> simp
```

## (b) An excitation operator and the Hamiltonian

Deduce that
$$[a_q^\dagger a_p,H]=\sum_s h_{ps}\,a_q^\dagger a_s-\sum_r h_{rq}\,a_r^\dagger a_p .$$

Multiply (a) by $h_{rs}$ and sum over $r$ and $s$. The factor $\delta_{pr}$ removes the sum over $r$ in the first term, and $\delta_{sq}$ removes the sum over $s$ in the second. The step `expand` brings the commutator inside the double sum, and the `Finset.sum_ite_eq` lemmas evaluate the deltas.

```lean
/-- Under the canonical anticommutation relations the commutator of `a_q† a_p` with the
one-body Hamiltonian is again a one-body operator. -/
theorem excitation_commutator_oneBody {a : n → Matrix m m ℂ} (ha : CAR a)
    (h : Matrix n n ℂ) (p q : n) :
    (a q)ᴴ * a p * oneBody a h - oneBody a h * ((a q)ᴴ * a p)
      = ∑ s, h p s • ((a q)ᴴ * a s) - ∑ r, h r q • ((a r)ᴴ * a p) := by
  have expand : (a q)ᴴ * a p * oneBody a h - oneBody a h * ((a q)ᴴ * a p)
      = ∑ r, ∑ s, h r s •
        ((a q)ᴴ * a p * ((a r)ᴴ * a s) - (a r)ᴴ * a s * ((a q)ᴴ * a p)) := by
    simp only [oneBody, Finset.mul_sum, Finset.sum_mul, Matrix.mul_smul, Matrix.smul_mul,
      smul_sub, Finset.sum_sub_distrib]
  rw [expand]
  simp only [excitation_commutator ha, smul_sub, Finset.sum_sub_distrib, smul_ite, smul_zero]
  congr 1
  · rw [Finset.sum_comm]
    simp only [Finset.sum_ite_eq, Finset.mem_univ, if_true]
  · simp only [Finset.sum_ite_eq', Finset.mem_univ, if_true]
```

## (c) The expectation value as a matrix commutator

Show that for every $h$ and every $\psi$
$$\langle[a_q^\dagger a_p,H]\rangle=(h\gamma-\gamma h)_{pq}.$$

Since $\langle a_q^\dagger a_s\rangle=\gamma_{sq}$ and $\langle a_r^\dagger a_p\rangle=\gamma_{pr}$, part (b) gives
$$\sum_s h_{ps}\gamma_{sq}-\sum_r\gamma_{pr}h_{rq}.$$
Lean uses the linearity of `expect` (`map_sub`, `map_sum`, `map_smul`); `mul_comm` puts the scalars of the second sum in order.

```lean
/-- Under the canonical anticommutation relations, the expectation value of `[a_q† a_p, H]`
in any vector `ψ` is the matrix element `(h γ - γ h)_pq`. -/
theorem expect_commutator {a : n → Matrix m m ℂ} (ha : CAR a)
    (h : Matrix n n ℂ) (ψ : m → ℂ) (p q : n) :
    expect ψ ((a q)ᴴ * a p * oneBody a h - oneBody a h * ((a q)ᴴ * a p))
      = (h * gamma a ψ - gamma a ψ * h) p q := by
  rw [excitation_commutator_oneBody ha, map_sub, map_sum, map_sum]
  simp only [map_smul, smul_eq_mul, Matrix.sub_apply, Matrix.mul_apply, gamma, Matrix.of_apply]
  congr 1
  exact Finset.sum_congr rfl fun r _ => mul_comm _ _
```

## (d) Hermiticity of the Hamiltonian

Show that $h^\dagger=h$ implies $H^\dagger=H$.

Taking the adjoint reverses each product:
$$H^\dagger=\sum_{rs}\overline{h_{rs}}\,a_s^\dagger a_r=\sum_{rs}h_{sr}\,a_s^\dagger a_r=H .$$
The last step renames the indices, which is `Finset.sum_comm` in the proof. The anticommutation relations are not used.

```lean
omit [DecidableEq n] [DecidableEq m] in
/-- A Hermitian matrix `h` of one-electron integrals gives a Hermitian Hamiltonian. -/
theorem oneBody_isHermitian (a : n → Matrix m m ℂ) {h : Matrix n n ℂ} (hh : h.IsHermitian) :
    (oneBody a h).IsHermitian := by
  change (oneBody a h)ᴴ = oneBody a h
  simp only [oneBody, conjTranspose_sum, conjTranspose_smul, conjTranspose_mul,
    conjTranspose_conjTranspose]
  rw [Finset.sum_comm]
  refine Finset.sum_congr rfl fun r _ => Finset.sum_congr rfl fun s _ => ?_
  rw [hh.apply]
```

## (e) The hypervirial theorem

Let $H$ be any Hermitian matrix and $H\psi=E\psi$. Show that for every matrix $X$
$$\langle[X,H]\rangle=0 .$$

If $\psi=0$, the claim is immediate. Otherwise $\langle\psi,H\psi\rangle$ equals both $E\langle\psi,\psi\rangle$ and $\overline E\langle\psi,\psi\rangle$, so $E$ is real. Then
$$\langle XH\rangle-\langle HX\rangle=E\langle X\rangle-\overline E\langle X\rangle=0 .$$
Lean takes `E` as a complex number and derives its reality in `real`; `left` is the eigenvalue equation acting on the bra.

```lean
omit [DecidableEq m] in
/-- Hypervirial theorem: in an eigenvector of a Hermitian `H`, the expectation value of the
commutator of any operator with `H` vanishes. -/
theorem hypervirial {H : Matrix m m ℂ} (hH : H.IsHermitian) {ψ : m → ℂ} {E : ℂ}
    (hE : H *ᵥ ψ = E • ψ) (X : Matrix m m ℂ) : expect ψ (X * H - H * X) = 0 := by
  change star ψ ⬝ᵥ ((X * H - H * X) *ᵥ ψ) = 0
  by_cases h0 : ψ = 0
  · simp [h0]
  have left : star ψ ᵥ* H = star E • star ψ := by
    have e := Matrix.star_mulVec H ψ
    rw [hH.eq, hE, star_smul] at e
    exact e.symm
  -- the eigenvalue is real
  have real : star E = E := by
    have e := Matrix.dotProduct_mulVec (star ψ) H ψ
    rw [left, hE, dotProduct_smul, smul_dotProduct] at e
    exact (mul_right_cancel₀ (mt dotProduct_star_self_eq_zero.1 h0) e).symm
  rw [Matrix.sub_mulVec, dotProduct_sub, ← Matrix.mulVec_mulVec, ← Matrix.mulVec_mulVec, hE,
    Matrix.mulVec_smul, dotProduct_smul, Matrix.dotProduct_mulVec (star ψ) H, left,
    smul_dotProduct, real, sub_self]
```

## (f) Eigenvectors of the one-body Hamiltonian

For Hermitian $h$ and $H\psi=E\psi$, show that
$$\gamma h=h\gamma .$$

By (d), $H$ is Hermitian. Put $X=a_q^\dagger a_p$ in (e): the left side of (c) vanishes for all $p,q$. The Lean proof makes the same two substitutions, element by element. The eigenvector may be a ground or an excited state, and it need not be a single determinant.

```lean
/-- For canonical anticommuting operators and Hermitian `h`, the one-particle density matrix
of every eigenvector of the one-body Hamiltonian commutes with `h`. -/
theorem gamma_commutes_of_eigenvector {a : n → Matrix m m ℂ} (ha : CAR a)
    {h : Matrix n n ℂ} (hh : h.IsHermitian) {ψ : m → ℂ} {E : ℂ}
    (hE : oneBody a h *ᵥ ψ = E • ψ) : gamma a ψ * h = h * gamma a ψ := by
  refine (sub_eq_zero.1 (Matrix.ext fun p q => ?_)).symm
  rw [← expect_commutator ha, hypervirial (oneBody_isHermitian a hh) hE, Matrix.zero_apply]
```

A self-consistent-field calculation meets this commutator with the Fock or Kohn–Sham matrix $F$, which depends on $\gamma$, in place of the fixed $h$ of this non-interacting model. In an orthonormal basis $F\gamma-\gamma F$ vanishes at self-consistency. The commutator form of DIIS builds $F$ from the current $\gamma$ in each iteration and takes $F\gamma-\gamma F$ as its error vector; a small norm of this commutator is a common convergence criterion.

## (g) Orbitals of different energy

Let $h$ be diagonal with real orbital energies $\varepsilon_p$, and let $\psi$ be an eigenvector of $H$. Show that
$$\varepsilon_p\neq\varepsilon_q\;\Longrightarrow\;\gamma_{pq}=0 .$$

The $pq$ element of (f) reads $\gamma_{pq}\varepsilon_q=\varepsilon_p\gamma_{pq}$, so $(\varepsilon_p-\varepsilon_q)\gamma_{pq}=0$, and the first factor is nonzero. In Lean, `e` is this element and `hne` the nonzero factor. Within a degenerate level, off-diagonal elements may survive.

```lean
/-- For canonical anticommuting operators and `h` diagonal with real orbital energies `ε`, the
density matrix of an eigenvector has no element between orbitals of different energy. -/
theorem gamma_eq_zero_of_energy_ne {a : n → Matrix m m ℂ} (ha : CAR a) (ε : n → ℝ)
    {ψ : m → ℂ} {E : ℂ}
    (hE : oneBody a (diagonal fun p => (ε p : ℂ)) *ᵥ ψ = E • ψ)
    {p q : n} (hpq : ε p ≠ ε q) : gamma a ψ p q = 0 := by
  have hh : (diagonal fun p => (ε p : ℂ)).IsHermitian := by
    rw [Matrix.IsHermitian, diagonal_conjTranspose]
    congr 1
    funext i
    simp
  have e := congrFun (congrFun (gamma_commutes_of_eigenvector ha hh hE) p) q
  rw [Matrix.mul_diagonal, Matrix.diagonal_mul] at e
  have hne : (ε p : ℂ) - ε q ≠ 0 := sub_ne_zero.2 fun h => hpq (Complex.ofReal_injective h)
  refine (mul_eq_zero.1 ?_).resolve_left hne
  linear_combination -e
```

## (h) Ehrenfest's equation

Set $\hbar=1$. Let $H$ be Hermitian, let $\dot\psi=-iH\psi$ hold at time $t$, and let $X$ be constant in time. Show that at $t$
$$\frac{d}{dt}\langle X\rangle=-i\,\langle[X,H]\rangle .$$

The product rule gives
$$\langle-iH\psi,X\psi\rangle+\langle\psi,X(-iH\psi)\rangle=i\langle HX\rangle-i\langle XH\rangle .$$
`HasDerivAt` states that the derivative exists and has this value. The proof differentiates the component sums, and `left` moves $H$ from the bra to the operator.

```lean
omit [DecidableEq m] in
/-- Ehrenfest equation (`ħ = 1`): if `ψ` obeys the Schrödinger equation with Hermitian `H` at
time `t`, then `d⟨X⟩/dt = -i ⟨[X, H]⟩` there for every fixed operator `X`. -/
theorem ehrenfest {H : Matrix m m ℂ} (hH : H.IsHermitian) {ψ : ℝ → m → ℂ} {t : ℝ}
    (hψ : HasDerivAt ψ (-Complex.I • (H *ᵥ ψ t)) t) (X : Matrix m m ℂ) :
    HasDerivAt (fun τ => expect (ψ τ) X)
      (-Complex.I * expect (ψ t) (X * H - H * X)) t := by
  have hc := hasDerivAt_pi.1 hψ
  -- product rule, component by component
  have d := HasDerivAt.fun_sum (u := Finset.univ) fun i _ =>
    (hc i).star.fun_mul (HasDerivAt.fun_sum (u := Finset.univ) fun j _ =>
      (hc j).const_mul (X i j))
  refine HasDerivAt.congr_deriv d ?_
  rw [Finset.sum_add_distrib]
  change star (-Complex.I • (H *ᵥ ψ t)) ⬝ᵥ (X *ᵥ ψ t)
      + star (ψ t) ⬝ᵥ (X *ᵥ (-Complex.I • (H *ᵥ ψ t)))
    = -Complex.I * (star (ψ t) ⬝ᵥ ((X * H - H * X) *ᵥ ψ t))
  have left : star (-Complex.I • (H *ᵥ ψ t)) = Complex.I • (star (ψ t) ᵥ* H) := by
    rw [star_smul, Matrix.star_mulVec, hH.eq]
    simp
  rw [left, smul_dotProduct, ← Matrix.dotProduct_mulVec, Matrix.mulVec_smul, dotProduct_smul,
    Matrix.sub_mulVec, dotProduct_sub, Matrix.mulVec_mulVec, Matrix.mulVec_mulVec]
  simp only [smul_eq_mul]
  ring
```

## (i) Motion of the density matrix

For Hermitian $h$ and $\psi$ obeying the Schrödinger equation with the one-body $H$ at time $t$, show that
$$\dot\gamma_{pq}=-i\,(h\gamma-\gamma h)_{pq}.$$

Take $X=a_q^\dagger a_p$ in (h) and replace the expectation value by (c). The proof is these two steps.

```lean
/-- Equation of motion (`ħ = 1`): for canonical anticommuting operators, Hermitian `h` and `ψ`
obeying the Schrödinger equation at time `t`, `dγ/dt = -i (h γ - γ h)` there, elementwise. -/
theorem gamma_equation_of_motion {a : n → Matrix m m ℂ} (ha : CAR a)
    {h : Matrix n n ℂ} (hh : h.IsHermitian) {ψ : ℝ → m → ℂ} {t : ℝ}
    (hψ : HasDerivAt ψ (-Complex.I • (oneBody a h *ᵥ ψ t)) t) (p q : n) :
    HasDerivAt (fun τ => gamma a (ψ τ) p q)
      (-Complex.I * (h * gamma a (ψ t) - gamma a (ψ t) * h) p q) t := by
  rw [← expect_commutator ha]
  exact ehrenfest (oneBody_isHermitian a hh) hψ ((a q)ᴴ * a p)
```

Some real-time time-dependent Kohn–Sham codes propagate an equation of this form, with the instantaneous Kohn–Sham matrix in an orthonormal basis as $h$; others propagate the orbitals.

## (j) Two modes as explicit matrices

Number the modes 0 and 1 and define, in the basis $|n_0n_1\rangle$, $a_0|10\rangle=|00\rangle$, $a_0|11\rangle=|01\rangle$, $a_1|01\rangle=|00\rangle$ and $a_1|11\rangle=-|10\rangle$, with all other images zero.

```lean
/-- The Jordan–Wigner matrices of two fermionic modes, in the basis `|00⟩, |01⟩, |10⟩, |11⟩`. -/
def jordanWigner : Fin 2 → Matrix (Fin 4) (Fin 4) ℂ :=
  ![!![0, 0, 1, 0; 0, 0, 0, 1; 0, 0, 0, 0; 0, 0, 0, 0],
    !![0, 1, 0, 0; 0, 0, 0, 0; 0, 0, 0, -1; 0, 0, 0, 0]]
```

Show that these matrices satisfy `CAR`; in particular, for the two different modes,
$$a_0a_1+a_1a_0=0,\qquad a_0a_1^\dagger+a_1^\dagger a_0=0 .$$

In the first relation only $|11\rangle$ contributes, with $-|00\rangle+|00\rangle=0$. In the second only $|10\rangle$ contributes, with $-|01\rangle+|01\rangle=0$; the adjoint gives the relation with the modes exchanged. For a single mode $a_p^2=0$, while $a_p^\dagger a_p$ and $a_pa_p^\dagger$ project onto $n_p=1$ and $n_p=0$, so they add to the identity. Lean checks every matrix entry by `fin_cases` and `simp`.

```lean
/-- The two-mode Jordan–Wigner matrices obey the canonical anticommutation relations. -/
theorem car_witness : CAR jordanWigner := by
  -- expand the products entrywise before inserting the numerical matrices
  constructor <;> intro p q <;> refine Matrix.ext fun i j => ?_ <;>
    simp only [Matrix.add_apply, Matrix.mul_apply, Matrix.conjTranspose_apply,
      Fin.sum_univ_four] <;>
    fin_cases p <;> fin_cases q <;> fin_cases i <;> fin_cases j <;>
    simp [jordanWigner]

end

end DensityMatrixCommutator
```

```lean
#print axioms DensityMatrixCommutator.gamma_commutes_of_eigenvector
-- 'DensityMatrixCommutator.gamma_commutes_of_eigenvector' depends on axioms: [propext, Classical.choice, Quot.sound]
#print axioms DensityMatrixCommutator.gamma_eq_zero_of_energy_ne
-- 'DensityMatrixCommutator.gamma_eq_zero_of_energy_ne' depends on axioms: [propext, Classical.choice, Quot.sound]
#print axioms DensityMatrixCommutator.gamma_equation_of_motion
-- 'DensityMatrixCommutator.gamma_equation_of_motion' depends on axioms: [propext, Classical.choice, Quot.sound]
```
